# Under two inequalities, two single-channel regularized second-order energies change order at exactly one positive regulator parameter

## Can the regulator parameter decide which state is lower?

For a state with a single excitation channel, of squared coupling $w>0$ and gap $D>0$, I write the regularized second-order energy as

$$E(k)=-\frac{w\,(1-e^{-kD})^2}{D},\qquad k>0.$$

Here $k$ is an inverse energy, and both states get the same $k$. Large $k$ gives back the undamped energy $-w/D$, and small $k$ damps strongly.

I have two such states with the same reference energy, so the lower $E(k)$ decides which state is lower. State 1 has the small gap and the lower undamped energy. I put the damping in to tame the small denominator, and now, at some values of $k$, state 2 comes out lower. Is that a real feature of the formula? And if the order can flip, could it flip back and forth as I scan $k$?

## One reversal, and its direction is fixed

It is a real feature. Suppose that

$$\frac{w_2}{D_2}<\frac{w_1}{D_1}\qquad\text{and}\qquad w_1D_1<w_2D_2 .$$

Then there is exactly one $k_0>0$ at which the two energies agree. State 2 is lower for $0<k<k_0$, and state 1 is lower for $k>k_0$, so the order doesn't flip back.

The two inequalities describe the two ends of the scan. For large $k$ the energies approach $-w_i/D_i$, and the first inequality puts state 1 lower. For small $k$ we have $1-e^{-kD_i}\approx kD_i$, so the energies behave like $-w_iD_ik^2$, and the second inequality puts state 2 lower.

### Comparing amplitudes instead of energies

Write $x_i(k)=1-e^{-kD_i}$, $a=\sqrt{w_1/D_1}$ and $b=\sqrt{w_2/D_2}$. Then

$$E_1(k)=-(a\,x_1(k))^2,\qquad E_2(k)=-(b\,x_2(k))^2 .$$

For $k>0$ both amplitudes are positive, so the lower energy belongs to the larger amplitude. Since $aD_1=\sqrt{w_1D_1}$ and $bD_2=\sqrt{w_2D_2}$, the two inequalities become $b<a$ and $aD_1<bD_2$. Together they give $bD_1<aD_1<bD_2$, hence $D_1<D_2$: state 1 necessarily has the smaller gap.

### The damping ratio only increases

Let $0<k<l$, and set $p=D_2/D_1>1$, $u=e^{-kD_1}$ and $v=e^{-lD_1}$, so that $0<v<u<1$. With

$$t=\frac{1-u}{1-v}\in(0,1)$$

we have $u=t\,v+(1-t)\cdot 1$. The function $x\mapsto x^p$ is strictly convex on $x\ge 0$, so

$$u^p<t\,v^p+(1-t),\qquad\text{that is}\qquad t\,(1-v^p)<1-u^p .$$

Multiplying by $1-v$ gives $(1-u)(1-v^p)<(1-v)(1-u^p)$. Because $u^p=e^{-kD_2}$ and $v^p=e^{-lD_2}$, this reads

$$x_1(k)\,x_2(l)<x_1(l)\,x_2(k).$$

So $x_1/x_2$ strictly increases with $k$. As the damping is released, the ratio $E_1/E_2$ of the two energies therefore grows throughout.

### Both orders occur

Two bounds are enough here. From $e^{-kD}\ge 1-kD$ we get $x(k)\le kD$. From $e^{kD}\ge 1+kD$ we get $e^{-kD}(1+kD)\le 1$, and therefore $kD\le x(k)(1+kD)$.

For a small value of $k$, take

$$s=\frac{bD_2-aD_1}{2aD_1D_2}>0 .$$

Then $aD_1(1+sD_2)=\tfrac12(aD_1+bD_2)<bD_2$, and

$$a\,x_1(s)(1+sD_2)\le a\,sD_1(1+sD_2)<s\,bD_2\le b\,x_2(s)(1+sD_2).$$

Dividing by $1+sD_2$ gives $a\,x_1(s)<b\,x_2(s)$, so state 2 is lower at $s$.

For a large value, take $L=a/((a-b)D_1)>0$, so that $aLD_1=a+bLD_1$. Then

$$a\,x_1(L)(1+LD_1)\ge aLD_1=a+bLD_1>b(1+LD_1).$$

Hence $a\,x_1(L)>b>b\,x_2(L)$, and state 1 is lower at $L$.

The difference $a\,x_1-b\,x_2$ is continuous and changes sign between $s$ and $L$, so it vanishes at some $k_0>0$ between them.

### The order on each side

At the crossing $a\,x_1(k_0)=b\,x_2(k_0)$. For $0<k<k_0$ the monotone ratio gives

$$a\,x_1(k)\,x_2(k_0)<a\,x_1(k_0)\,x_2(k)=b\,x_2(k_0)\,x_2(k).$$

Dividing by $x_2(k_0)>0$ leaves $a\,x_1(k)<b\,x_2(k)$, so state 2 is lower. For $k>k_0$ the inequality is reversed and state 1 is lower. A second crossing would have to lie on one of these two sides, where the order is strict, so there is none.

### An example with numbers

Take $w_1=9$, $D_1=1$, $w_2=8$, $D_2=2$. The conditions hold, since $4<9$ and $9<16$. At $k=\log 2$ the damping factors are $1/2$ and $3/4$, and both energies equal $-9/4$. At $k=\log 4$ the energies are about $-5.06$ and $-3.52$, with state 1 lower. At $k=\log(4/3)$ they are about $-0.56$ and $-0.77$, with state 2 lower. These numbers are chosen for easy arithmetic, and the couplings $\sqrt{w_i}$ are too large compared with the gaps for perturbation theory to be trusted. Dividing both $w_1$ and $w_2$ by 100 cures this: it divides both energies by 100 and leaves the crossing and the order on each side unchanged.

### What the Lean statement says

`damping D k` is the factor $1-e^{-kD}$, and `energy w D k` is $E(k)$, both as functions of real numbers. In `unique_order_reversal`, the hypotheses `hw1`, `hw2`, `h1` and `h2` make squared couplings and gaps positive. `hinf` is the comparison of undamped energies, and `hzero` is the comparison at small $k$. The conclusion provides a `k₀` with four properties:

- `k₀` is positive.
- For every positive `k`, the energies are equal if and only if `k = k₀`.
- For positive `k` below `k₀`, the energy of state 2 is strictly lower.
- For `k` above `k₀`, the energy of state 1 is strictly lower.

The restriction to positive `k` matters for uniqueness, because both energies vanish at $k=0$. The theorem gives no general formula for `k₀`; `crossing_at_log_two` identifies it as $\log 2$ for the numbers above.

The model has one effective excitation channel per state, whereas a molecular second-order energy sums over many channels with different gaps. Couplings and gaps are fixed numbers that do not respond to $k$. Only the second-order corrections are compared, so the result orders the total energies when the two reference energies coincide. Within this single-channel model, and for equal reference energies, it shows that the choice of $k$ in regularized second-order perturbation theory can by itself determine which of two states is predicted to be lower.

```lean
import Mathlib


namespace RegularizedStateOrdering

noncomputable section

/-- The damping factor `1 - exp(-k D)` of an excitation with gap `D` at regulator parameter `k`. -/
def damping (D k : ℝ) : ℝ := 1 - Real.exp (-k * D)

/-- The regularized second-order energy of a state with squared coupling `w` and gap `D ≠ 0`, at
regulator parameter `k`. -/
def energy (w D k : ℝ) : ℝ := -w * damping D k ^ 2 / D

/-- For positive gap and positive `k` the damping factor is positive. -/
lemma damping_pos {D k : ℝ} (hD : 0 < D) (hk : 0 < k) : 0 < damping D k := by
  have h : Real.exp (-k * D) < 1 := Real.exp_lt_one_iff.2 (by nlinarith [mul_pos hk hD])
  unfold damping
  linarith

/-- The damping factor is at most `k D`, and `k D` is at most the damping factor
times `1 + k D`. -/
lemma damping_bounds (D k : ℝ) :
    damping D k ≤ k * D ∧ k * D ≤ damping D k * (1 + k * D) := by
  have h0 := Real.add_one_le_exp (-k * D)
  have h1 := mul_le_mul_of_nonneg_left (Real.add_one_le_exp (k * D))
    (Real.exp_pos (-k * D)).le
  have h2 : Real.exp (-k * D) * Real.exp (k * D) = 1 := by
    rw [← Real.exp_add]
    simp
  unfold damping
  constructor <;> nlinarith


/-- For gaps `0 < D₁ < D₂`, the ratio of the damping factor of the small gap to that of the large
gap strictly increases with the regulator parameter `k > 0` (written without division). -/
theorem damping_ratio_strictMono {D₁ D₂ k l : ℝ} (h1 : 0 < D₁) (h12 : D₁ < D₂)
    (hk : 0 < k) (hkl : k < l) :
    damping D₁ k * damping D₂ l < damping D₁ l * damping D₂ k := by
  have hp : 1 < D₂ / D₁ := (one_lt_div h1).2 h12
  have hpow : ∀ x : ℝ, Real.exp (-x * D₁) ^ (D₂ / D₁) = Real.exp (-x * D₂) := by
    intro x
    rw [← Real.exp_mul]
    congr 1
    field_simp
  have hu := damping_pos h1 hk
  have hv := damping_pos h1 (hk.trans hkl)
  have hvu : Real.exp (-l * D₁) < Real.exp (-k * D₁) :=
    Real.exp_lt_exp.2 (by nlinarith)
  have huv : damping D₁ k < damping D₁ l := by
    unfold damping
    linarith
  have t0 := div_pos hu hv
  have t1 := (div_lt_one hv).2 huv
  have ht := div_mul_cancel₀ (damping D₁ k) hv.ne'
  generalize damping D₁ k / damping D₁ l = t at t0 t1 ht
  unfold damping at *
  -- `exp(-k D₁)` lies between `exp(-l D₁)` and 1; apply strict convexity of `x ^ (D₂/D₁)`
  have h := (strictConvexOn_rpow hp).2 (Set.mem_Ici.2 (Real.exp_pos (-l * D₁)).le)
    (Set.mem_Ici.2 zero_le_one) (by linarith : Real.exp (-l * D₁) < 1).ne
    t0 (sub_pos.2 t1) (by ring)
  have e : t * Real.exp (-l * D₁) + (1 - t) * 1 = Real.exp (-k * D₁) := by
    linear_combination -ht
  simp only [smul_eq_mul] at h
  rw [e, hpow, hpow, Real.one_rpow] at h
  have h' := mul_lt_mul_of_pos_right h hv
  have e' : (t * Real.exp (-l * D₂) + (1 - t) * 1) * (1 - Real.exp (-l * D₁)) =
      (1 - Real.exp (-k * D₁)) * (Real.exp (-l * D₂) - 1) + (1 - Real.exp (-l * D₁)) := by
    linear_combination (Real.exp (-l * D₂) - 1) * ht
  rw [e'] at h'
  linarith

/-- For positive squared coupling and gap, the energy is minus the square of the amplitude
`√(w/D) (1 - exp(-k D))`. -/
lemma energy_eq {w D : ℝ} (hw : 0 < w) (hD : 0 < D) (k : ℝ) :
    energy w D k = -(√(w / D) * damping D k) ^ 2 := by
  rw [mul_pow, Real.sq_sqrt (div_pos hw hD).le, energy]
  ring

/-- For positive squared coupling and gap, `√(w/D) D = √(w D)`. -/
lemma sqrt_mul_gap {w D : ℝ} (hw : 0 < w) (hD : 0 < D) : √(w / D) * D = √(w * D) := by
  have h : w * D = (√(w / D) * D) ^ 2 := by
    rw [mul_pow, Real.sq_sqrt (div_pos hw hD).le]
    field_simp
  rw [h, Real.sqrt_sq (by positivity)]

/-- Let squared couplings and gaps be positive, with `w₂/D₂ < w₁/D₁` and `w₁ D₁ < w₂ D₂`. Then the
regularized energies agree at exactly one `k₀ > 0`; state 2 is lower for smaller positive `k` and
state 1 is lower for larger `k`. -/
theorem unique_order_reversal {w₁ w₂ D₁ D₂ : ℝ} (hw1 : 0 < w₁) (hw2 : 0 < w₂)
    (h1 : 0 < D₁) (h2 : 0 < D₂) (hinf : w₂ / D₂ < w₁ / D₁) (hzero : w₁ * D₁ < w₂ * D₂) :
    ∃ k₀, 0 < k₀ ∧ (∀ k, 0 < k → (energy w₁ D₁ k = energy w₂ D₂ k ↔ k = k₀)) ∧
      (∀ k, 0 < k → k < k₀ → energy w₂ D₂ k < energy w₁ D₁ k) ∧
      (∀ k, k₀ < k → energy w₁ D₁ k < energy w₂ D₂ k) := by
  have hab := Real.sqrt_lt_sqrt (div_pos hw2 h2).le hinf
  have hD := Real.sqrt_lt_sqrt (mul_pos hw1 h1).le hzero
  rw [← sqrt_mul_gap hw1 h1, ← sqrt_mul_gap hw2 h2] at hD
  have ha := Real.sqrt_pos.2 (div_pos hw1 h1)
  have hb := Real.sqrt_pos.2 (div_pos hw2 h2)
  simp only [energy_eq hw1 h1, energy_eq hw2 h2]
  generalize √(w₁ / D₁) = a at *
  generalize √(w₂ / D₂) = b at *
  have h12 : D₁ < D₂ := by nlinarith
  -- a small `k` for which state 2 has the larger amplitude
  obtain ⟨s, hs, hsf⟩ : ∃ s, 0 < s ∧ a * damping D₁ s < b * damping D₂ s := by
    have hs : 0 < (b * D₂ - a * D₁) / (2 * (a * D₁ * D₂)) :=
      div_pos (by linarith) (by positivity)
    have he := div_mul_cancel₀ (b * D₂ - a * D₁)
      (by positivity : 2 * (a * D₁ * D₂) ≠ 0)
    generalize (b * D₂ - a * D₁) / (2 * (a * D₁ * D₂)) = s at hs he
    refine ⟨s, hs, lt_of_mul_lt_mul_right ?_ (by positivity : 0 ≤ 1 + s * D₂)⟩
    calc a * damping D₁ s * (1 + s * D₂) ≤ a * (s * D₁) * (1 + s * D₂) := by
          gcongr
          exact (damping_bounds D₁ s).1
      _ = s * (a * D₁ * (1 + s * D₂)) := by ring
      _ < s * (b * D₂) := mul_lt_mul_of_pos_left (by linarith) hs
      _ = b * (s * D₂) := by ring
      _ ≤ b * (damping D₂ s * (1 + s * D₂)) :=
          mul_le_mul_of_nonneg_left (damping_bounds D₂ s).2 hb.le
      _ = b * damping D₂ s * (1 + s * D₂) := by ring
  -- a large `k` for which state 1 has the larger amplitude
  obtain ⟨L, hL, hLf⟩ : ∃ L, 0 < L ∧ b * damping D₂ L < a * damping D₁ L := by
    have hd : 0 < (a - b) * D₁ := mul_pos (sub_pos.2 hab) h1
    have hL := div_pos ha hd
    have he := div_mul_cancel₀ a hd.ne'
    generalize a / ((a - b) * D₁) = L at hL he
    have hy : damping D₂ L < 1 := by
      unfold damping
      linarith [Real.exp_pos (-L * D₂)]
    have hx := mul_le_mul_of_nonneg_left (damping_bounds D₁ L).2 ha.le
    have hbx : b < a * damping D₁ L := by
      refine lt_of_mul_lt_mul_right ?_ (by positivity : 0 ≤ 1 + L * D₁)
      linarith
    exact ⟨L, hL, by nlinarith⟩
  have hc : Continuous fun k => a * damping D₁ k - b * damping D₂ k := by
    unfold damping
    fun_prop
  obtain ⟨k₀, hk, h0⟩ := intermediate_value_uIcc (a := s) (b := L) hc.continuousOn
    (Set.mem_uIcc.2 (Or.inl ⟨(sub_neg.2 hsf).le, (sub_pos.2 hLf).le⟩))
  have hk0 : 0 < k₀ := lt_of_lt_of_le (lt_min hs hL) hk.1
  have heq : a * damping D₁ k₀ = b * damping D₂ k₀ := sub_eq_zero.1 h0
  have hy0 := damping_pos h2 hk0
  -- monotonicity of the damping ratio fixes the order on both sides
  have lo : ∀ k, 0 < k → k < k₀ →
      -(b * damping D₂ k) ^ 2 < -(a * damping D₁ k) ^ 2 := by
    intro k hk hkk
    have hr := mul_lt_mul_of_pos_left (damping_ratio_strictMono h1 h12 hk hkk) ha
    have h : a * damping D₁ k < b * damping D₂ k := by
      refine lt_of_mul_lt_mul_right ?_ hy0.le
      linear_combination hr + damping D₂ k * heq
    exact neg_lt_neg (pow_lt_pow_left₀ h (mul_pos ha (damping_pos h1 hk)).le two_ne_zero)
  have hi : ∀ k, k₀ < k → -(a * damping D₁ k) ^ 2 < -(b * damping D₂ k) ^ 2 := by
    intro k hkk
    have hr := mul_lt_mul_of_pos_left (damping_ratio_strictMono h1 h12 hk0 hkk) ha
    have h : b * damping D₂ k < a * damping D₁ k := by
      refine lt_of_mul_lt_mul_right ?_ hy0.le
      linear_combination hr - damping D₂ k * heq
    exact neg_lt_neg (pow_lt_pow_left₀ h
      (mul_pos hb (damping_pos h2 (hk0.trans hkk))).le two_ne_zero)
  refine ⟨k₀, hk0, fun k hk => ⟨fun h => ?_, fun h => by rw [h, heq]⟩, lo, hi⟩
  rcases lt_trichotomy k k₀ with h' | h' | h'
  · exact absurd h (lo k hk h').ne'
  · exact h'
  · exact absurd h (hi k h').ne


/-- A state with squared coupling 9 and gap 1 and a state with squared coupling 8 and gap 2 have
equal regularized energies at positive `k` exactly when `k = log 2`. -/
theorem crossing_at_log_two {k : ℝ} (hk : 0 < k) :
    energy 9 1 k = energy 8 2 k ↔ k = Real.log 2 := by
  obtain ⟨k₀, -, h, -⟩ := unique_order_reversal (w₁ := 9) (w₂ := 8) (D₁ := 1) (D₂ := 2)
    (by norm_num) (by norm_num) (by norm_num) (by norm_num) (by norm_num) (by norm_num)
  have e1 : Real.exp (-Real.log 2) = 1 / 2 := by
    rw [Real.exp_neg, Real.exp_log (by norm_num)]
    norm_num
  have e2 : Real.exp (-Real.log 2 * 2) = 1 / 4 := by
    rw [mul_two, Real.exp_add, e1]
    norm_num
  have e : energy 9 1 (Real.log 2) = energy 8 2 (Real.log 2) := by
    unfold energy damping
    rw [mul_one, e1, e2]
    norm_num
  rw [h k hk, (h _ (Real.log_pos (by norm_num))).1 e]

end

end RegularizedStateOrdering
```

```lean
#print axioms RegularizedStateOrdering.unique_order_reversal
#print axioms RegularizedStateOrdering.crossing_at_log_two
```

```
'RegularizedStateOrdering.unique_order_reversal' depends on axioms: [propext, Classical.choice, Quot.sound]
'RegularizedStateOrdering.crossing_at_log_two' depends on axioms: [propext, Classical.choice, Quot.sound]
```

### How the Lean proof is put together

`damping_pos` gives the positivity of the damping factor, and `damping_bounds` gives the two exponential bounds. `damping_ratio_strictMono` is the convexity argument, stated as a product inequality without division. Its local statement `hpow` identifies $(e^{-xD_1})^{D_2/D_1}$ with $e^{-xD_2}$. Mathlib's `strictConvexOn_rpow` supplies the strict convexity, `e` is the identity $u=t\,v+(1-t)$, and the last lines multiply by $1-v$.

`energy_eq` rewrites the energy as minus a squared amplitude, and `sqrt_mul_gap` is the identity $\sqrt{w/D}\,D=\sqrt{wD}$. In the main theorem, monotonicity of the square root turns the hypotheses into $b<a$ and, with `sqrt_mul_gap`, $aD_1<bD_2$, while `energy_eq` rewrites the energies in the goal. The `generalize` steps then replace the square roots by the letters `a` and `b`, and `nlinarith` derives $D_1<D_2$.

The two `obtain` blocks construct $s$ and $L$ with the values given above; the `calc` chain in the first is the displayed chain for $s$. `intermediate_value_uIcc` produces the crossing. It works on the interval between two points in either order, so $s<L$ need not be shown first.

The statements `lo` and `hi` settle the order below and above `k₀`. In each, `linear_combination` joins the ratio inequality to the crossing equation, and `pow_lt_pow_left₀` carries the comparison from positive amplitudes to their squares. Uniqueness follows from `lt_trichotomy`: an equality at `k` contradicts `lo` if `k` is below `k₀` and `hi` if it is above.

For the numerical case, the proof takes `k₀` from the general theorem and evaluates both energies at $\log 2$. Since they agree there, uniqueness forces $\log 2$ to be `k₀`.
